# The PBE high-density logarithm coefficient falls strictly to half its value as the electron gas becomes fully spin-polarized

## Definitions and conventions

A uniform electron gas with spin densities n↑ and n↓ and total density n = n↑ + n↓ has the relative spin polarization

z = (n↑ − n↓)/n,

usually written ζ. The relative spin densities are then 1 + z = 2n↑/n and 1 − z = 2n↓/n. The Wigner–Seitz radius in bohr, usually r_s, is written r, and energies are in hartree. As the gas is compressed, r falls to 0 and the correlation energy per electron diverges like ln r. The question is how the strength of this divergence depends on z in the high-density form from which PBE constructs its gradient correction.

```lean
import Mathlib

open Filter Topology Set

namespace PBESpinScaling

noncomputable section
```

In this form, the effect of polarization is described by the spin-scaling factor

φ(z) = [(1 + z)^(2/3) + (1 − z)^(2/3)] / 2.

```lean
/-- The PBE spin-scaling factor as a function of the relative spin polarization `z`,
for `-1 ≤ z ≤ 1`. -/
def phi (z : ℝ) : ℝ := ((1 + z) ^ (2 / 3 : ℝ) + (1 - z) ^ (2 / 3 : ℝ)) / 2
```

The powers are real powers, and physical polarizations satisfy −1 ≤ z ≤ 1. Since φ(−z) = φ(z), the interval 0 ≤ z ≤ 1 contains every degree of polarization.

The high-density correlation energy per electron is taken as

ε(r, z) = γ φ(z)³ ln r − ω φ(z)³.

Here γ sets the strength of the logarithmic divergence, which comes from the long range of the Coulomb interaction, and ω sets the term that stays finite as r → 0.

```lean
/-- The high-density form of the uniform-gas correlation energy per electron used by PBE,
at polarization `z` and Wigner-Seitz radius `r > 0` in bohr. -/
def highDensityEnergy (γ ω z r : ℝ) : ℝ :=
  γ * phi z ^ 3 * Real.log r - ω * phi z ^ 3
```

Both constants are independent of z. This is PBE's approximation: in the actual electron gas, they would retain a weak dependence on polarization once φ³ is factored out. The form of ε is a definition here, and the step from the interacting electron gas to this form is assumed. PBE uses it to construct the gradient correction. The uniform-gas energy that enters the functional itself is a separate parametrization, whose logarithm coefficient need not equal γφ³ at partial polarization.

The quantity of interest is the factor in front of ln r:

C(z) = γ φ(z)³.

```lean
/-- The coefficient of the logarithm of the Wigner-Seitz radius at polarization `z`. -/
def logCoefficient (γ z : ℝ) : ℝ := γ * phi z ^ 3
```

In Lean, C(z) is `logCoefficient γ z`, with γ an arbitrary real number until a sign is required.

## The coefficient as a high-density limit

For small r the logarithm is nonzero, so we may divide by it:

ε(r, z)/ln r = γ φ(z)³ − ω φ(z)³/ln r.

As r falls to 0, ln r → −∞. The second term vanishes and the ratio tends to C(z).

```lean
/-- As the Wigner-Seitz radius falls to zero, the ratio of the high-density correlation energy
to the logarithm of the radius tends to the logarithm coefficient. -/
theorem highDensityEnergy_div_log_tendsto (γ ω z : ℝ) :
    Tendsto (fun r => highDensityEnergy γ ω z r / Real.log r) (𝓝[>] 0)
      (𝓝 (logCoefficient γ z)) := by
  have hlog : Tendsto Real.log (𝓝[>] 0) atBot := Real.tendsto_log_nhdsGT_zero
  have hinv : Tendsto (fun r => (Real.log r)⁻¹) (𝓝[>] 0) (𝓝 0) :=
    tendsto_inv_atBot_zero.comp hlog
  -- the non-logarithmic term is suppressed by the inverse logarithm
  have hlim : Tendsto (fun r => γ * phi z ^ 3 - ω * phi z ^ 3 * (Real.log r)⁻¹) (𝓝[>] 0)
      (𝓝 (γ * phi z ^ 3 - ω * phi z ^ 3 * 0)) :=
    tendsto_const_nhds.sub (tendsto_const_nhds.mul hinv)
  rw [mul_zero, sub_zero] at hlim
  refine Tendsto.congr' ?_ hlim
  filter_upwards [hlog.eventually (eventually_lt_atBot 0)] with r hr
  have hne : Real.log r ≠ 0 := ne_of_lt hr
  rw [highDensityEnergy, sub_div, mul_div_cancel_right₀ _ hne, div_eq_mul_inv]
```

The filter `𝓝[>] 0` expresses that r approaches 0 through positive values. The proof first finds the limit of the right-hand side, then uses `Tendsto.congr'` to transfer it to the energy ratio, which agrees with that expression wherever ln r < 0.

## Polarization lowers the sum of spin powers

Let 0 ≤ a < b ≤ 1 and 0 < p < 1, and set t = a/b, so that 0 ≤ t < 1. Both relative spin densities at polarization a are weighted means of those at polarization b:

1 + a = [(1 + t)/2](1 + b) + [(1 − t)/2](1 − b),

1 − a = [(1 − t)/2](1 + b) + [(1 + t)/2](1 − b).

The weights are positive and add to 1, and the points 1 + b and 1 − b are distinct. The function x^p is strictly concave on x ≥ 0, hence

(1 + a)^p > [(1 + t)/2](1 + b)^p + [(1 − t)/2](1 − b)^p,

(1 − a)^p > [(1 − t)/2](1 + b)^p + [(1 + t)/2](1 − b)^p.

In the sum of the two inequalities, the weights of each power add to 1:

(1 + a)^p + (1 − a)^p > (1 + b)^p + (1 − b)^p.

```lean
/-- For an exponent strictly between 0 and 1, the sum of the powers of the two relative spin
densities `1 + z` and `1 - z` falls strictly when the polarization grows from `a` to `b`
within `[0, 1]`. -/
theorem spin_power_sum_lt {p a b : ℝ} (hp0 : 0 < p) (hp1 : p < 1)
    (ha : 0 ≤ a) (hab : a < b) (hb : b ≤ 1) :
    (1 + b) ^ p + (1 - b) ^ p < (1 + a) ^ p + (1 - a) ^ p := by
  have hbpos : 0 < b := lt_of_le_of_lt ha hab
  have hc := Real.strictConcaveOn_rpow hp0 hp1
  obtain ⟨t, ht0, ht1, htb⟩ : ∃ t : ℝ, 0 ≤ t ∧ t < 1 ∧ t * b = a :=
    ⟨a / b, div_nonneg ha hbpos.le, (div_lt_one hbpos).2 hab,
      div_mul_cancel₀ a hbpos.ne'⟩
  have hx : (1 + b) ∈ Ici (0 : ℝ) := mem_Ici.2 (by linarith)
  have hy : (1 - b) ∈ Ici (0 : ℝ) := mem_Ici.2 (by linarith)
  have hne : 1 + b ≠ 1 - b := fun h => by linarith
  have hs : 0 < (1 + t) / 2 := by linarith
  have hu : 0 < (1 - t) / 2 := by linarith
  -- both less polarized densities are weighted means of the more polarized ones
  have h1 := hc.2 hx hy hne hs hu (by ring)
  have h2 := hc.2 hx hy hne hu hs (by ring)
  simp only [smul_eq_mul] at h1 h2
  have e1 : (1 + t) / 2 * (1 + b) + (1 - t) / 2 * (1 - b) = 1 + a := by
    linear_combination htb
  have e2 : (1 - t) / 2 * (1 + b) + (1 + t) / 2 * (1 - b) = 1 - a := by
    linear_combination (-1 : ℝ) * htb
  rw [e1] at h1
  rw [e2] at h2
  linarith
```

The strict concavity is `Real.strictConcaveOn_rpow`. It is applied twice, giving `h1` and `h2`, while `e1` and `e2` are the two weighted-mean identities. The final `linarith` adds the inequalities. The argument includes b = 1, where one spin density is zero.

## From the powers to φ³

With p = 2/3, halving the sums gives φ(b) < φ(a). Both powers in φ(b) are nonnegative, so φ(b) ≥ 0, and cubing preserves the strict order:

0 ≤ φ(b) < φ(a) implies φ(b)³ < φ(a)³.

```lean
/-- The cube of the spin-scaling factor is strictly decreasing in the polarization
on `[0, 1]`. -/
theorem phi_cubed_strictAntiOn : StrictAntiOn (fun z => phi z ^ 3) (Icc 0 1) := by
  intro a ha b hb hab
  have hsum := spin_power_sum_lt (p := 2 / 3) (by norm_num) (by norm_num) ha.1 hab hb.2
  have hlt : phi b < phi a := by
    unfold phi
    linarith
  -- cubing preserves the order because the factor is nonnegative
  have h0 : 0 ≤ phi b := by
    have h1 : 0 ≤ (1 + b) ^ (2 / 3 : ℝ) := Real.rpow_nonneg (by linarith [hb.1]) _
    have h2 : 0 ≤ (1 - b) ^ (2 / 3 : ℝ) := Real.rpow_nonneg (by linarith [hb.2]) _
    unfold phi
    linarith
  show phi b ^ 3 < phi a ^ 3
  gcongr
```

`StrictAntiOn` on `Icc 0 1` means strictly decreasing on the closed interval [0, 1], endpoints included. The last tactic, `gcongr`, carries out the cubing step from `hlt` and `h0`.

At the endpoints,

φ(0) = (1 + 1)/2 = 1, so φ(0)³ = 1,

φ(1) = 2^(2/3)/2, so φ(1)³ = 2²/2³ = 1/2.

```lean
/-- The cube of the spin-scaling factor is 1 for the unpolarized gas and 1/2 for the fully
polarized gas. -/
theorem phi_cubed_endpoints : phi 0 ^ 3 = 1 ∧ phi 1 ^ 3 = 1 / 2 := by
  constructor
  · norm_num [phi]
  · have h : ((2 : ℝ) ^ (2 / 3 : ℝ)) ^ 3 = 4 := by
      rw [← Real.rpow_natCast, ← Real.rpow_mul (by norm_num)]
      norm_num
    have h1 : phi 1 = (2 : ℝ) ^ (2 / 3 : ℝ) / 2 := by
      unfold phi
      rw [show (1 : ℝ) + 1 = 2 by norm_num, sub_self, Real.zero_rpow (by norm_num), add_zero]
    rw [h1, div_pow, h]
    norm_num
```

For z = 1 the proof evaluates (2^(2/3))³ = 4 by multiplying the exponents, then divides by 2³ = 8.

## The fall from γ to γ/2

Now let γ > 0. Physically, this sign makes the correlation energy tend to −∞ in the high-density limit. Multiplication by γ preserves strict inequalities, so for 0 ≤ a < b ≤ 1

C(b) = γ φ(b)³ < γ φ(a)³ = C(a),

with C(0) = γ and C(1) = γ/2.

```lean
/-- For `γ > 0` the PBE high-density logarithm coefficient decreases strictly with the
polarization on `[0, 1]`, from `γ` for the unpolarized gas to exactly `γ / 2` for the fully
polarized gas. -/
theorem logCoefficient_falls_to_half {γ : ℝ} (hγ : 0 < γ) :
    StrictAntiOn (logCoefficient γ) (Icc 0 1) ∧
      logCoefficient γ 0 = γ ∧ logCoefficient γ 1 = γ / 2 := by
  refine ⟨?_, ?_, ?_⟩
  · intro a ha b hb hab
    exact mul_lt_mul_of_pos_left (phi_cubed_strictAntiOn ha hb hab) hγ
  · rw [logCoefficient, phi_cubed_endpoints.1, mul_one]
  · rw [logCoefficient, phi_cubed_endpoints.2]
    ring
```

The theorem's three conclusions are the strict decrease and the two endpoint values. They hold for every positive γ, so the factor of one half does not depend on the numerical value that PBE adopts.

The same product γφ³ multiplies the logarithm in PBE's gradient correction to the correlation energy, so the result bears on spin-polarized density-functional calculations, though it concerns this prefactor alone and not the whole functional.

## One degree of polarization for each coefficient

Because C decreases, its values on [0, 1] lie between C(1) = γ/2 and C(0) = γ. Because the decrease is strict, no value occurs twice. The powers in φ have a positive exponent and are continuous, so C is continuous, and the intermediate value theorem shows that every value in [γ/2, γ] is attained. Thus

C maps [0, 1] one-to-one onto [γ/2, γ].

Within this high-density form, and for known γ, the coefficient therefore fixes the degree of polarization.

```lean
/-- For `γ > 0` each value of the logarithm coefficient between `γ / 2` and `γ` belongs to
exactly one polarization in `[0, 1]`, and no other values occur there. -/
theorem logCoefficient_bijOn {γ : ℝ} (hγ : 0 < γ) :
    BijOn (logCoefficient γ) (Icc 0 1) (Icc (γ / 2) γ) := by
  obtain ⟨hanti, h0, h1⟩ := logCoefficient_falls_to_half hγ
  have hphi : Continuous phi := by
    have hp : Continuous (fun z : ℝ => (1 + z) ^ (2 / 3 : ℝ)) :=
      (continuous_const.add continuous_id).rpow_const (fun _ => Or.inr (by norm_num))
    have hm : Continuous (fun z : ℝ => (1 - z) ^ (2 / 3 : ℝ)) :=
      (continuous_const.sub continuous_id).rpow_const (fun _ => Or.inr (by norm_num))
    exact (hp.add hm).div_const 2
  have hcont : Continuous (logCoefficient γ) := continuous_const.mul (hphi.pow 3)
  refine ⟨?_, hanti.injOn, ?_⟩
  · intro z hz
    have hlow := hanti.antitoneOn hz (right_mem_Icc.2 zero_le_one) hz.2
    have hhigh := hanti.antitoneOn (left_mem_Icc.2 zero_le_one) hz hz.1
    rw [h1] at hlow
    rw [h0] at hhigh
    exact ⟨hlow, hhigh⟩
  · -- intermediate values are attained by continuity
    have hivt := intermediate_value_Icc' (zero_le_one' ℝ) hcont.continuousOn
    rw [h0, h1] at hivt
    exact hivt

end

end PBESpinScaling
```

`BijOn` combines three statements, proved in this order: C maps the first interval into the second, it is injective there, and it reaches every point of the second. Injectivity is `hanti.injOn`, and `intermediate_value_Icc'` is the intermediate value theorem in the form for a function whose left endpoint value is the larger one.

```lean
#print axioms PBESpinScaling.highDensityEnergy_div_log_tendsto
#print axioms PBESpinScaling.logCoefficient_falls_to_half
#print axioms PBESpinScaling.logCoefficient_bijOn
```

```
'PBESpinScaling.highDensityEnergy_div_log_tendsto' depends on axioms: [propext, Classical.choice, Quot.sound]
'PBESpinScaling.logCoefficient_falls_to_half' depends on axioms: [propext, Classical.choice, Quot.sound]
'PBESpinScaling.logCoefficient_bijOn' depends on axioms: [propext, Classical.choice, Quot.sound]
```
